# Reflection positivity for two mirror-coupled copies of a finite real matrix system

## Two Ising spins

Take two spins σ = diag(1, −1) with Hamiltonian H = −σ⊗σ, and let b be the inverse temperature. Since (σ⊗σ)ᵏ = σᵏ⊗σᵏ, the Boltzmann operator is

exp(−bH) = Σₖ (bᵏ/k!) σᵏ⊗σᵏ.

Multiply by σ⊗σ and take the trace. Because tr(X⊗Y) = tr X · tr Y, each term becomes a square:

tr(exp(−bH)(σ⊗σ)) = Σₖ (bᵏ/k!) (tr σᵏ⁺¹)² = 4 sinh b.

Only odd k contribute. For b ≥ 0 every term is nonnegative; for b < 0 the sum is negative. Dividing by the partition function 4 cosh b gives the thermal average tanh b.

## Two halves and their coupling

Let A, Bₖ and C be real square matrices of one finite size, with finitely many Bₖ. Two copies of a system with Hamiltonian A are coupled across a mirror:

H = A⊗1 + 1⊗A − Σₖ Bₖ⊗Bₖ.

The claim is that for b ≥ 0

tr(exp(−bH)(C⊗C)) ≥ 0.

An observable with a real matrix, multiplied by its mirror image, thus has a nonnegative unnormalised thermal average. In quantum spin physics this fixes the sign of the correlation between a spin component and its mirror image, for finite systems whose Hamiltonian has this real form. In the usual basis, where Sˣ and Sᶻ are real and Sʸ is imaginary, the correlation is nonnegative for the x and z components and, by taking C = iSʸ, nonpositive for the y component. A mirror-symmetric spin-1/2 Heisenberg antiferromagnet in which the only bonds between the halves join mirror sites is brought to this form by rotating the spins of one half by π about the y axis. Undoing the rotation reverses the signs for x and z, so in the antiferromagnet itself all three correlations between mirror sites are nonpositive.

## Squares survive the exponential

Call a finite sum of terms X⊗X an element of the reflection cone. The cone is closed under products and under multiplication by c ≥ 0, because

(X⊗X)(Y⊗Y) = XY⊗XY,  c X⊗X = (√c X)⊗(√c X).

It also contains 1⊗1, hence every power Tᵏ of an element T. If a linear functional φ is nonnegative on every X⊗X, then

φ(exp T) = Σₖ φ(Tᵏ)/k! ≥ 0.

The coupling part of −bH lies in the cone, but the one-sided terms in general do not. Put K = −bA and take ε > 0. Expanding the product gives

ε⁻¹(1 + εK)⊗(1 + εK) = ε⁻¹ 1⊗1 + K⊗1 + 1⊗K + ε K⊗K.

Therefore

−bH + ε K⊗K = S − ε⁻¹ 1⊗1,

S = ε⁻¹(1 + εK)⊗(1 + εK) + b Σₖ Bₖ⊗Bₖ.

S is in the cone, and the scalar term commutes with it, so

φ(exp(−bH + ε K⊗K)) = exp(−1/ε) φ(exp S) ≥ 0.

Letting ε → 0 from above, continuity gives φ(exp(−bH)) ≥ 0. For φ(T) = tr(T(C⊗C)) the condition on φ holds because

φ(X⊗X) = tr(XC⊗XC) = (tr XC)² ≥ 0,

which proves the claim.

## A Schwarz inequality between the halves

Let b ≥ 0 and write ⟨C, D⟩ = tr(exp(−bH)(C⊗D)) for real C and D. The functional T ↦ tr(T(C⊗D − D⊗C)) vanishes on every X⊗X, so the preceding argument gives ⟨C, D⟩ ≥ ⟨D, C⟩. Exchanging C and D gives equality. For every real t,

0 ≤ ⟨C + tD, C + tD⟩ = ⟨D, D⟩t² + 2⟨C, D⟩t + ⟨C, C⟩.

The discriminant cannot be positive, hence

⟨C, D⟩² ≤ ⟨C, C⟩⟨D, D⟩.

## What the theorems say

In `reflection_positivity`, `n` is a finite type labelling the basis of one half, and `Matrix n n ℝ` holds its operators with real entries. The doubled system is indexed by pairs in `n × n`, `⊗ₖ` is the Kronecker product, and `doubledHamiltonian A B` is H. The family `B` is indexed by a finite type `ι`, which may be empty. The hypothesis `hb : 0 ≤ b` restricts the result to nonnegative inverse temperature; the signs in H make the coupling −Bₖ⊗Bₖ.

No matrix is assumed symmetric. This admits an antisymmetric Bₖ such as iσʸ, whose coupling is +σʸ⊗σʸ. It also means that H need not be a physical Hamiltonian. When H is symmetric and the size is at least one, the partition function is positive, and dividing by it turns the trace into a thermal average.

`reflection_schwarz` states the inequality for ⟨C, D⟩ under the same hypotheses. `ising_pair_correlation` gives the value 4 sinh b for every real b. Infinite lattices and the thermodynamic limit are not treated.

## Complex matrices as another model

The halves could have been modelled by complex matrices, with the mirror image including entrywise complex conjugation, written X̄. The Hamiltonian would be A⊗1 + 1⊗Ā − Σₖ Bₖ⊗B̄ₖ, the observable C⊗C̄, and the square (tr XC)² would become |tr XC|². This would admit a magnetic field along y in one half with the reversed field in the other, at the price of carrying conjugations through the argument.

## The Lean file

```lean
import Mathlib

open Matrix Filter Topology
open scoped Kronecker

namespace ThermalReflectionPositivity

noncomputable section

variable {n ι m : Type*}

/-- The reflection cone: finite sums of operators `X ⊗ X` acting equally on both mirror halves. -/
inductive ReflectionCone : Matrix (n × n) (n × n) ℝ → Prop
  | zero : ReflectionCone 0
  | square (X : Matrix n n ℝ) : ReflectionCone (X ⊗ₖ X)
  | add {S T : Matrix (n × n) (n × n) ℝ} :
      ReflectionCone S → ReflectionCone T → ReflectionCone (S + T)

variable [Fintype n] [DecidableEq n] [Fintype ι] [Fintype m] [DecidableEq m]

/-- Two mirror copies of a system with Hamiltonian `A`, coupled by the terms `-B k ⊗ B k`. -/
def doubledHamiltonian (A : Matrix n n ℝ) (B : ι → Matrix n n ℝ) :
    Matrix (n × n) (n × n) ℝ :=
  A ⊗ₖ (1 : Matrix n n ℝ) + (1 : Matrix n n ℝ) ⊗ₖ A - ∑ k, B k ⊗ₖ B k

omit [DecidableEq n] in
/-- The product of two operators in the reflection cone is in the reflection cone. -/
theorem cone_mul {S T : Matrix (n × n) (n × n) ℝ}
    (hS : ReflectionCone S) (hT : ReflectionCone T) : ReflectionCone (S * T) := by
  induction hS with
  | zero => rw [zero_mul]; exact .zero
  | add _ _ h1 h2 => rw [add_mul]; exact .add h1 h2
  | square X =>
    induction hT with
    | zero => rw [mul_zero]; exact .zero
    | add _ _ h1 h2 => rw [mul_add]; exact .add h1 h2
    | square Y => rw [← Matrix.mul_kronecker_mul]; exact .square _

omit [Fintype n] [DecidableEq n] in
/-- A nonnegative multiple of an operator in the reflection cone is in the reflection cone. -/
theorem cone_smul {T : Matrix (n × n) (n × n) ℝ} {c : ℝ} (hc : 0 ≤ c)
    (hT : ReflectionCone T) : ReflectionCone (c • T) := by
  induction hT with
  | zero => rw [smul_zero]; exact .zero
  | add _ _ h1 h2 => rw [smul_add]; exact .add h1 h2
  | square X =>
    have h : c • (X ⊗ₖ X) = (√c • X) ⊗ₖ (√c • X) := by
      ext i j
      simp only [Matrix.smul_apply, Matrix.kroneckerMap_apply, smul_eq_mul]
      linear_combination (-(X i.1 j.1 * X i.2 j.2)) * Real.mul_self_sqrt hc
    rw [h]; exact .square _

/-- The exponential of a real matrix is the sum of its power series. -/
theorem exp_hasSum (T : Matrix m m ℝ) :
    HasSum (fun k : ℕ => ((k.factorial : ℝ)⁻¹) • T ^ k) (NormedSpace.exp T) := by
  let : NormedRing (Matrix m m ℝ) := Matrix.linftyOpNormedRing
  let : NormedAlgebra ℝ (Matrix m m ℝ) := Matrix.linftyOpNormedAlgebra
  exact NormedSpace.exp_series_hasSum_exp' (𝕂 := ℝ) T

/-- The exponential of a diagonal matrix is taken entry by entry on the diagonal. -/
theorem exp_diagonal_real (v : m → ℝ) :
    NormedSpace.exp (diagonal v) = diagonal (fun i => Real.exp (v i)) := by
  have h1 := exp_hasSum (diagonal v)
  have h2 : HasSum (fun k : ℕ => fun i => ((k.factorial : ℝ)⁻¹) • (v i) ^ k)
      (fun i => Real.exp (v i)) := Pi.hasSum.2 (fun i => by
    rw [Real.exp_eq_exp_ℝ]
    exact NormedSpace.exp_series_hasSum_exp' (𝕂 := ℝ) (v i))
  have e : (fun k : ℕ => ((k.factorial : ℝ)⁻¹) • (diagonal v) ^ k) =
      fun k : ℕ => diagonal (fun i => ((k.factorial : ℝ)⁻¹) • (v i) ^ k) := by
    funext k
    rw [Matrix.diagonal_pow, ← Matrix.diagonal_smul]
    rfl
  rw [e] at h1
  exact h1.unique h2.matrix_diagonal

/-- A linear functional that is nonnegative on every `X ⊗ X` is nonnegative on the exponential
of any operator in the reflection cone. -/
theorem functional_exp_nonneg (φ : Matrix (n × n) (n × n) ℝ →ₗ[ℝ] ℝ)
    (hφ : ∀ X : Matrix n n ℝ, 0 ≤ φ (X ⊗ₖ X)) {T : Matrix (n × n) (n × n) ℝ}
    (hT : ReflectionCone T) : 0 ≤ φ (NormedSpace.exp T) := by
  have hcone : ∀ S, ReflectionCone S → 0 ≤ φ S := by
    intro S hS
    induction hS with
    | zero => rw [map_zero]
    | square X => exact hφ X
    | add _ _ h1 h2 => rw [map_add]; exact add_nonneg h1 h2
  have hpow : ∀ k : ℕ, ReflectionCone (T ^ k) := by
    intro k
    induction k with
    | zero => rw [pow_zero, ← Matrix.one_kronecker_one]; exact .square _
    | succ k ih => rw [pow_succ]; exact cone_mul ih hT
  -- every term of the power series contributes a nonnegative amount
  have h := (exp_hasSum T).map φ (LinearMap.continuous_of_finiteDimensional φ)
  exact hasSum_le (fun k => hcone _ (cone_smul (by positivity) (hpow k))) hasSum_zero h

/-- A linear functional that is nonnegative on every `X ⊗ X` is nonnegative on the Boltzmann
operator of the doubled system at inverse temperature `b ≥ 0`. -/
theorem functional_boltzmann_nonneg (A : Matrix n n ℝ) (B : ι → Matrix n n ℝ) {b : ℝ}
    (hb : 0 ≤ b) (φ : Matrix (n × n) (n × n) ℝ →ₗ[ℝ] ℝ)
    (hφ : ∀ X : Matrix n n ℝ, 0 ≤ φ (X ⊗ₖ X)) :
    0 ≤ φ (NormedSpace.exp ((-b) • doubledHamiltonian A B)) := by
  have key : ∀ ε : ℝ, 0 < ε → 0 ≤ φ (NormedSpace.exp
      ((-b) • doubledHamiltonian A B + ε • (((-b) • A) ⊗ₖ ((-b) • A)))) := by
    intro ε hε
    obtain ⟨c, hc0, hc⟩ : ∃ c : ℝ, 0 < c ∧ c * ε = 1 :=
      ⟨ε⁻¹, inv_pos.2 hε, inv_mul_cancel₀ hε.ne'⟩
    -- complete the square: up to a scalar, the exponent lies in the cone
    have e : (-b) • doubledHamiltonian A B + ε • (((-b) • A) ⊗ₖ ((-b) • A)) =
        (c • ((1 + ε • ((-b) • A)) ⊗ₖ (1 + ε • ((-b) • A))) + b • ∑ k, B k ⊗ₖ B k)
          + (-c) • ((1 : Matrix n n ℝ) ⊗ₖ (1 : Matrix n n ℝ)) := by
      ext i j
      simp only [doubledHamiltonian, Matrix.add_apply, Matrix.sub_apply, Matrix.smul_apply,
        Matrix.kroneckerMap_apply, smul_eq_mul]
      linear_combination (-((-b * A i.1 j.1) * (1 : Matrix n n ℝ) i.2 j.2
        + (1 : Matrix n n ℝ) i.1 j.1 * (-b * A i.2 j.2)
        + ε * (-b * A i.1 j.1) * (-b * A i.2 j.2))) * hc
    have hS : ReflectionCone (c • ((1 + ε • ((-b) • A)) ⊗ₖ (1 + ε • ((-b) • A)))
        + b • ∑ k, B k ⊗ₖ B k) :=
      .add (cone_smul hc0.le (.square _)) (cone_smul hb
        (Finset.sum_induction _ _ (fun _ _ => .add) .zero (fun k _ => .square (B k))))
    rw [e, Matrix.one_kronecker_one,
      Matrix.exp_add_of_commute _ _ ((Commute.one_right _).smul_right _),
      Matrix.smul_one_eq_diagonal, exp_diagonal_real, ← Matrix.smul_one_eq_diagonal,
      Matrix.mul_smul, mul_one, map_smul, smul_eq_mul]
    exact mul_nonneg (Real.exp_pos _).le (functional_exp_nonneg φ hφ hS)
  -- remove the auxiliary coupling by continuity
  have hexp : Continuous
      (fun T : Matrix (n × n) (n × n) ℝ => NormedSpace.exp T) := by
    let : NormedRing (Matrix (n × n) (n × n) ℝ) := Matrix.linftyOpNormedRing
    let : NormedAlgebra ℝ (Matrix (n × n) (n × n) ℝ) := Matrix.linftyOpNormedAlgebra
    let : NormedAlgebra ℚ (Matrix (n × n) (n × n) ℝ) := Matrix.linftyOpNormedAlgebra
    exact NormedSpace.exp_continuous
  have hcont : Continuous (fun ε : ℝ => φ (NormedSpace.exp
      ((-b) • doubledHamiltonian A B + ε • (((-b) • A) ⊗ₖ ((-b) • A))))) :=
    (LinearMap.continuous_of_finiteDimensional φ).comp (hexp.comp
      (continuous_const.add (continuous_id.smul continuous_const)))
  have ht := (hcont.tendsto 0).mono_left (nhdsWithin_le_nhds (s := Set.Ioi 0))
  have h0 := ge_of_tendsto ht (by
    filter_upwards [self_mem_nhdsWithin] with ε hε using key ε hε)
  rwa [zero_smul, add_zero] at h0

/-- Reflection positivity: the unnormalised thermal average of an observable `C` times its mirror
image is nonnegative at inverse temperature `b ≥ 0`. -/
theorem reflection_positivity (A : Matrix n n ℝ) (B : ι → Matrix n n ℝ) (C : Matrix n n ℝ)
    {b : ℝ} (hb : 0 ≤ b) :
    0 ≤ trace (NormedSpace.exp ((-b) • doubledHamiltonian A B) * (C ⊗ₖ C)) := by
  refine functional_boltzmann_nonneg A B hb
    ((Matrix.traceLinearMap (n × n) ℝ ℝ).comp (LinearMap.mulRight ℝ (C ⊗ₖ C))) (fun X => ?_)
  change 0 ≤ trace ((X ⊗ₖ X) * (C ⊗ₖ C))
  rw [← Matrix.mul_kronecker_mul, Matrix.trace_kronecker]
  exact mul_self_nonneg _

/-- Schwarz inequality for thermal correlations between an observable `C` on one half and an
observable `D` on the other, at inverse temperature `b ≥ 0`. -/
theorem reflection_schwarz (A : Matrix n n ℝ) (B : ι → Matrix n n ℝ) (C D : Matrix n n ℝ)
    {b : ℝ} (hb : 0 ≤ b) :
    trace (NormedSpace.exp ((-b) • doubledHamiltonian A B) * (C ⊗ₖ D)) ^ 2 ≤
      trace (NormedSpace.exp ((-b) • doubledHamiltonian A B) * (C ⊗ₖ C)) *
      trace (NormedSpace.exp ((-b) • doubledHamiltonian A B) * (D ⊗ₖ D)) := by
  -- exchanging the two observables cannot increase the correlation
  have hle : ∀ F G : Matrix n n ℝ,
      trace (NormedSpace.exp ((-b) • doubledHamiltonian A B) * (G ⊗ₖ F)) ≤
      trace (NormedSpace.exp ((-b) • doubledHamiltonian A B) * (F ⊗ₖ G)) := by
    intro F G
    have h := functional_boltzmann_nonneg A B hb ((Matrix.traceLinearMap (n × n) ℝ ℝ).comp
      (LinearMap.mulRight ℝ (F ⊗ₖ G - G ⊗ₖ F))) (fun X => by
        change 0 ≤ trace ((X ⊗ₖ X) * (F ⊗ₖ G - G ⊗ₖ F))
        rw [mul_sub, Matrix.trace_sub, ← Matrix.mul_kronecker_mul, ← Matrix.mul_kronecker_mul,
          Matrix.trace_kronecker, Matrix.trace_kronecker]
        exact (sub_eq_zero.2 (mul_comm _ _)).ge)
    change 0 ≤ trace (NormedSpace.exp ((-b) • doubledHamiltonian A B) *
      (F ⊗ₖ G - G ⊗ₖ F)) at h
    rw [mul_sub, Matrix.trace_sub] at h
    linarith
  have hsym := le_antisymm (hle C D) (hle D C)
  -- positivity for C + t D bounds the discriminant
  have hd := discrim_le_zero (fun t : ℝ => by
    have h := reflection_positivity A B (C + t • D) hb
    simp only [Matrix.add_kronecker, Matrix.kronecker_add, Matrix.smul_kronecker,
      Matrix.kronecker_smul, Matrix.mul_smul, Matrix.trace_add,
      Matrix.trace_smul, smul_eq_mul, smul_add, mul_add] at h
    rw [hsym] at h
    show 0 ≤ trace (NormedSpace.exp ((-b) • doubledHamiltonian A B) * (D ⊗ₖ D)) * (t * t)
      + (2 * trace (NormedSpace.exp ((-b) • doubledHamiltonian A B) * (C ⊗ₖ D))) * t
      + trace (NormedSpace.exp ((-b) • doubledHamiltonian A B) * (C ⊗ₖ C))
    linarith)
  unfold discrim at hd
  linarith

/-- The Ising spin variable with values `1` and `-1`. -/
def isingSpin : Matrix (Fin 2) (Fin 2) ℝ := diagonal ![1, -1]

/-- For two Ising spins coupled by minus their product, the unnormalised thermal spin
correlation is `4 sinh b` for every real `b`. -/
theorem ising_pair_correlation (b : ℝ) :
    trace (NormedSpace.exp ((-b) • doubledHamiltonian 0 (fun _ : Fin 1 => isingSpin)) *
      (isingSpin ⊗ₖ isingSpin)) = 4 * Real.sinh b := by
  have hz : isingSpin ⊗ₖ isingSpin = diagonal (fun p : Fin 2 × Fin 2 =>
      (![1, -1] : Fin 2 → ℝ) p.1 * (![1, -1] : Fin 2 → ℝ) p.2) :=
    Matrix.diagonal_kronecker_diagonal _ _
  have e : (-b) • doubledHamiltonian 0 (fun _ : Fin 1 => isingSpin) =
      diagonal (fun p : Fin 2 × Fin 2 =>
        b * ((![1, -1] : Fin 2 → ℝ) p.1 * (![1, -1] : Fin 2 → ℝ) p.2)) := by
    simp only [doubledHamiltonian, Matrix.zero_kronecker, Matrix.kronecker_zero,
      Finset.univ_unique, Finset.sum_singleton, hz]
    ext p q
    by_cases h : p = q
    · subst h; simp
    · simp [h]
  rw [e, exp_diagonal_real, hz, Matrix.diagonal_mul_diagonal, Matrix.trace_diagonal,
    Real.sinh_eq]
  simp [Fintype.sum_prod_type, Fin.sum_univ_two]
  ring

end

end ThermalReflectionPositivity
```

```lean
#print axioms ThermalReflectionPositivity.reflection_positivity
#print axioms ThermalReflectionPositivity.reflection_schwarz
#print axioms ThermalReflectionPositivity.ising_pair_correlation
```

```
'ThermalReflectionPositivity.reflection_positivity' depends on axioms: [propext, Classical.choice, Quot.sound]
'ThermalReflectionPositivity.reflection_schwarz' depends on axioms: [propext, Classical.choice, Quot.sound]
'ThermalReflectionPositivity.ising_pair_correlation' depends on axioms: [propext, Classical.choice, Quot.sound]
```

## How the proof follows the derivation

`ReflectionCone` is an inductive predicate generated by zero, squares and sums, so statements about the cone are proved by induction on how an element was built. `cone_mul` does this for both factors and reduces to the product of two squares; `cone_smul` absorbs the scalar through its square root.

`exp_hasSum` supplies the power series. `functional_exp_nonneg` applies φ to it term by term, which is allowed because a linear functional on a finite-dimensional space is continuous, and `hasSum_le` compares the result with the zero series.

In `functional_boltzmann_nonneg`, the number `c` is ε⁻¹, and equation `e` is the completed square, checked entry by entry with `linear_combination`. `Matrix.exp_add_of_commute` splits off the scalar, whose exponential is computed by `exp_diagonal_real`. The limit is taken by `ge_of_tendsto` along positive ε.

`reflection_positivity` inserts the trace functional. In `reflection_schwarz`, `hle` is the one-sided exchange inequality, `hsym` combines its two directions, and `discrim_le_zero` bounds the discriminant. The Ising theorem takes a direct route instead of the series: both matrices are diagonal, and the trace is a sum over four spin configurations.
